# The head-only bootstrap kernel has exactly one dielectric constant above 1

## Self-consistency as a relation between numbers

Bootstrap self-consistency is treated here as a relation between three real numbers, not as the limit of an iteration. They are x, which is the RPA dielectric constant minus 1, the kernel strength α and the dielectric constant e. The full response is a matrix in reciprocal lattice vectors; only its head, the element with both vectors zero, is kept, at one wavevector q ≠ 0 and zero frequency. Local-field effects are therefore absent.

In Hartree atomic units, the Coulomb interaction, the independent-particle response and the exchange-correlation kernel are

v = 4π/q²
χ₀ = −x q²/(4π)
f = −α/q²

The kernel models the long-range electron–hole attraction. Its 1/q² divergence compensates the q² in χ₀, so it still acts at long wavelength. The number x > 0 is an input, as is the form of f.

## From the Dyson equation to ε(α)

For a given x, the two products do not depend on q:

vχ₀ = −x
fχ₀ = αx/(4π) = t

The RPA dielectric constant is 1 − vχ₀ = 1 + x. With the kernel, the response χ obeys

χ = χ₀ + χ₀(v + f)χ

Multiplying by v gives vχ = −x + (t − x)vχ, so (1 − t + x)vχ = −x and

1 + vχ = (1 − t)/(1 − t + x)

For α < 4π/x we have t < 1, and neither factor vanishes. The left side is the inverse dielectric function, hence

ε(α) = 1 + x/(1 − αx/(4π))

As α grows towards 4π/x, the positive denominator shrinks and ε(α) strictly increases. Setting ε(α) = e for a target e > 1 gives 1 − t = x/(e − 1), that is

α = 4π(1/x − 1/(e − 1))

This strength is negative when e < 1 + x.

## The bootstrap condition and its two roots

The bootstrap condition fχ₀ = 1/e ties the kernel to the screening it produces: strong screening means a weak electron–hole attraction. It is a postulate, not a consequence of the Dyson equation. Inserting t = 1/e into e = ε(α) gives

e = 1 + xe/(e − 1)
(e − 1)² = xe

The condition itself gives α = 4π/(xe) = 4π/(e − 1)². The quadratic is e² − (2 + x)e + 1 = 0, with roots

e = 1 + x/2 ± √(x + x²/4)

Their product is 1. Call the larger root E. Since x²/4 < x + x²/4 < (1 + x/2)², the square root lies between x/2 and 1 + x/2, so

1 + x < E < 2 + x

The strength at E is 4π/(xE), which is positive and below 4π/x. At the other root, 1/E, it is 4πE/x, beyond the pole.

## What the Lean statements say

`coulomb`, `chi0` and `lrcKernel` are v, χ₀ and f; `lrcEps x α` is ε(α), and `bootEps x` is E. `IsBootstrap x α e` combines e = ε(α) with αx/(4π) = 1/e.

The main theorem, `bootstrap_solution`, says that for x > 0 and e > 1 the pair (α, e) is self-consistent exactly when e = E and α = 4π/(e − 1)². Since `bootEps_bounds` gives E > 1, this pair does occur. The hypothesis e > 1 excludes the reciprocal root, and also a spurious solution e = 1, α = 4π/x that Lean's convention of division by zero would admit.

`IsBootstrap` does not mention χ. The link is `dyson_iff`, which holds below the pole, and `bootstrap_kernel_below_pole` places the self-consistent strength there.

In GW calculations with a kernel-type vertex in the screening, a larger ε weakens the screened interaction W. Since E > 1 + x, the bootstrap kernel in this static, scalar model always screens more than the RPA. A vertex in the self-energy itself is not treated.

```lean
import Mathlib

open scoped Real

namespace BootstrapKernel

noncomputable section

/-- The Coulomb interaction `4π/q²` at wavevector `q`. -/
def coulomb (q : ℝ) : ℝ := 4 * π / q ^ 2

/-- The head of the independent-particle response, `-x q²/(4π)`. -/
def chi0 (x q : ℝ) : ℝ := -(x * q ^ 2 / (4 * π))

/-- The long-range exchange-correlation kernel `-α/q²`. -/
def lrcKernel (α q : ℝ) : ℝ := -α / q ^ 2

/-- The macroscopic dielectric constant with a long-range kernel of strength `α`. -/
def lrcEps (x α : ℝ) : ℝ := 1 + x / (1 - α * x / (4 * π))

/-- Bootstrap self-consistency: `e` is the dielectric constant produced by the kernel of
strength `α`, and the kernel times the independent-particle response equals `1/e`. -/
def IsBootstrap (x α e : ℝ) : Prop :=
  e = lrcEps x α ∧ α * x / (4 * π) = 1 / e

/-- The closed form `1 + x/2 + √(x + x²/4)` of the bootstrap dielectric constant. -/
def bootEps (x : ℝ) : ℝ := 1 + x / 2 + Real.sqrt (x + x ^ 2 / 4)

/-- The RPA dielectric constant `1 - v χ₀` is `1 + x`, and the long-range kernel times
`χ₀` is `αx/(4π)`, independent of the wavevector. -/
theorem head_products (x α : ℝ) {q : ℝ} (hq : q ≠ 0) :
    1 - coulomb q * chi0 x q = 1 + x ∧
      lrcKernel α q * chi0 x q = α * x / (4 * π) := by
  have hpi : π ≠ 0 := Real.pi_ne_zero
  unfold coulomb chi0 lrcKernel
  constructor
  · have h : 4 * π / q ^ 2 * -(x * q ^ 2 / (4 * π)) = -x := by
      field_simp
    rw [h]
    ring
  · field_simp

theorem below_pole {x α : ℝ} (hx : 0 < x) (hα : α < 4 * π / x) :
    α * x / (4 * π) < 1 := by
  have hpi := Real.pi_pos
  rw [div_lt_one (by positivity)]
  exact (lt_div_iff₀ hx).mp hα

/-- For a kernel strength below `4π/x`, a response `χ` solves the Dyson equation exactly when
the inverse dielectric function `1 + v χ` is the inverse of `1 + x/(1 - αx/(4π))`. -/
theorem dyson_iff {x α q : ℝ} (hx : 0 < x) (hq : q ≠ 0) (hα : α < 4 * π / x) (χ : ℝ) :
    χ = chi0 x q + chi0 x q * (coulomb q + lrcKernel α q) * χ ↔
      1 + coulomb q * χ = 1 / lrcEps x α := by
  have hpi := Real.pi_pos
  obtain ⟨hv, hf⟩ := head_products x α hq
  have ht := below_pole hx hα
  have hv0 : coulomb q ≠ 0 := by
    unfold coulomb
    positivity
  have h1 : 1 - α * x / (4 * π) ≠ 0 := by linarith
  have h2 : 1 - α * x / (4 * π) + x ≠ 0 := by linarith
  have hE : 1 / lrcEps x α =
      (1 - α * x / (4 * π)) / (1 - α * x / (4 * π) + x) := by
    have h3 : lrcEps x α =
        (1 - α * x / (4 * π) + x) / (1 - α * x / (4 * π)) := by
      unfold lrcEps
      rw [add_div, div_self h1]
    rw [h3, one_div_div]
  rw [hE, eq_div_iff h2]
  constructor
  · intro h
    linear_combination coulomb q * h + coulomb q * χ * (hf - hv) - hv
  · intro h
    -- the Coulomb interaction is nonzero and can be cancelled
    apply mul_left_cancel₀ hv0
    linear_combination h - coulomb q * χ * (hf - hv) + hv

/-- The dielectric constant increases strictly with the kernel strength below `4π/x`. -/
theorem lrcEps_strictMonoOn {x : ℝ} (hx : 0 < x) :
    StrictMonoOn (lrcEps x) (Set.Iio (4 * π / x)) := by
  intro a _ b hb hab
  have hpi := Real.pi_pos
  have htb := below_pole hx hb
  have hlt : a * x / (4 * π) < b * x / (4 * π) := by gcongr
  have h := div_lt_div_of_pos_left hx
    (show 0 < 1 - b * x / (4 * π) by linarith)
    (show 1 - b * x / (4 * π) < 1 - a * x / (4 * π) by linarith)
  unfold lrcEps
  linarith

/-- Any target dielectric constant `e > 1` is reproduced by the kernel strength
`4π(1/x - 1/(e-1))`, which lies below `4π/x`. -/
theorem fitted_kernel {x e : ℝ} (hx : 0 < x) (he : 1 < e) :
    4 * π * (1 / x - 1 / (e - 1)) < 4 * π / x ∧
      lrcEps x (4 * π * (1 / x - 1 / (e - 1))) = e := by
  have hpi := Real.pi_pos
  have he1 : 0 < e - 1 := by linarith
  constructor
  · have h1 : 0 < 4 * π * (1 / (e - 1)) := by positivity
    have h2 : 4 * π / x = 4 * π * (1 / x) := by ring
    rw [h2, mul_sub]
    linarith
  · have hx1 : x * (1 / x) = 1 := mul_one_div_cancel hx.ne'
    have ht : 4 * π * (1 / x - 1 / (e - 1)) * x / (4 * π) = 1 - x / (e - 1) := by
      rw [div_eq_iff (by positivity)]
      linear_combination 4 * π * hx1
    have h3 : x / (x / (e - 1)) = e - 1 := by
      rw [div_eq_iff (by positivity)]
      exact (mul_div_cancel₀ x he1.ne').symm.trans (by ring)
    unfold lrcEps
    rw [ht, sub_sub_cancel, h3]
    ring

/-- Away from `e = 0` and `e = 1`, bootstrap self-consistency is the quadratic equation
`(e-1)² = x e` together with the kernel strength `4π/(e-1)²`. -/
theorem isBootstrap_iff_quadratic {x α e : ℝ} (he0 : e ≠ 0) (he : e ≠ 1) :
    IsBootstrap x α e ↔ (e - 1) ^ 2 = x * e ∧ α = 4 * π / (e - 1) ^ 2 := by
  have hpi : 4 * π ≠ 0 := by positivity
  have he1 : e - 1 ≠ 0 := sub_ne_zero.mpr he
  have hs : 1 - 1 / e = (e - 1) / e := by rw [sub_div, div_self he0]
  unfold IsBootstrap lrcEps
  constructor
  · rintro ⟨h1, h2⟩
    rw [h2, hs, div_div_eq_mul_div] at h1
    have h3 : x * e / (e - 1) = e - 1 := by linarith
    rw [div_eq_iff he1] at h3
    have hq : (e - 1) ^ 2 = x * e := by linear_combination -h3
    rw [div_eq_div_iff hpi he0] at h2
    refine ⟨hq, ?_⟩
    rw [eq_div_iff (pow_ne_zero 2 he1)]
    linear_combination h2 + α * hq
  · rintro ⟨hq, hα⟩
    rw [eq_div_iff (pow_ne_zero 2 he1)] at hα
    have h2 : α * x / (4 * π) = 1 / e := by
      rw [div_eq_div_iff hpi he0]
      linear_combination hα - α * hq
    have h3 : x * e / (e - 1) = e - 1 := by
      rw [div_eq_iff he1]
      linear_combination -hq
    refine ⟨?_, h2⟩
    rw [h2, hs, div_div_eq_mul_div, h3]
    ring

/-- The bootstrap dielectric constant exceeds the RPA value `1 + x`, by less than one. -/
theorem bootEps_bounds {x : ℝ} (hx : 0 < x) :
    1 + x < bootEps x ∧ bootEps x < 2 + x := by
  have h1 : x / 2 < Real.sqrt (x + x ^ 2 / 4) :=
    (Real.lt_sqrt (by positivity)).mpr (by nlinarith)
  have h2 : Real.sqrt (x + x ^ 2 / 4) < 1 + x / 2 :=
    (Real.sqrt_lt' (by positivity)).mpr (by nlinarith)
  unfold bootEps
  constructor <;> linarith

theorem bootEps_quadratic {x : ℝ} (hx : 0 < x) :
    (bootEps x - 1) ^ 2 = x * bootEps x := by
  have hs : Real.sqrt (x + x ^ 2 / 4) ^ 2 = x + x ^ 2 / 4 :=
    Real.sq_sqrt (by positivity)
  unfold bootEps
  linear_combination hs

/-- For `x > 0` and `e > 1`, the pair `(α, e)` solves the bootstrap equations exactly when `e` is
the closed form `bootEps x` and the kernel strength is `α = 4π/(e-1)²`. -/
theorem bootstrap_solution {x α e : ℝ} (hx : 0 < x) (he : 1 < e) :
    IsBootstrap x α e ↔ e = bootEps x ∧ α = 4 * π / (e - 1) ^ 2 := by
  have hE := bootEps_quadratic hx
  have hb := (bootEps_bounds hx).1
  rw [isBootstrap_iff_quadratic (by linarith) he.ne']
  constructor
  · rintro ⟨hq, hα⟩
    refine ⟨?_, hα⟩
    -- two roots of the quadratic are either equal or reciprocal
    have hprod : (e - bootEps x) * (e * bootEps x - 1) = 0 := by
      linear_combination bootEps x * hq - e * hE
    have hne : e * bootEps x - 1 ≠ 0 := by
      have : 0 < e * bootEps x - 1 := by nlinarith
      exact this.ne'
    exact sub_eq_zero.mp ((mul_eq_zero.mp hprod).resolve_right hne)
  · rintro ⟨h, hα⟩
    refine ⟨?_, hα⟩
    rw [h]
    exact hE

/-- The bootstrap kernel strength is positive and lies below `4π/x`. -/
theorem bootstrap_kernel_below_pole {x : ℝ} (hx : 0 < x) :
    0 < 4 * π / (bootEps x - 1) ^ 2 ∧ 4 * π / (bootEps x - 1) ^ 2 < 4 * π / x := by
  have hpi := Real.pi_pos
  have hb := (bootEps_bounds hx).1
  have hE : 0 < bootEps x := by linarith
  rw [bootEps_quadratic hx]
  exact ⟨by positivity, div_lt_div_of_pos_left (by positivity) hx (by nlinarith)⟩

/-- The reciprocal of the bootstrap dielectric constant also solves the bootstrap equations;
it is smaller than one and its kernel strength exceeds `4π/x`. -/
theorem reciprocal_solution {x : ℝ} (hx : 0 < x) :
    IsBootstrap x (4 * π / ((bootEps x)⁻¹ - 1) ^ 2) (bootEps x)⁻¹ ∧
      (bootEps x)⁻¹ < 1 ∧ 4 * π / x < 4 * π / ((bootEps x)⁻¹ - 1) ^ 2 := by
  have hpi := Real.pi_pos
  have hE := bootEps_quadratic hx
  have hb := (bootEps_bounds hx).1
  have hpos : 0 < bootEps x := by linarith
  have hu : 0 < (bootEps x)⁻¹ := inv_pos.mpr hpos
  have huE : (bootEps x)⁻¹ * bootEps x = 1 := inv_mul_cancel₀ hpos.ne'
  generalize (bootEps x)⁻¹ = u at hu huE ⊢
  have hu1 : u < 1 := by nlinarith
  have hq : (u - 1) ^ 2 = x * u := by
    linear_combination u ^ 2 * hE + (2 * u - 1 - u * bootEps x + x * u) * huE
  refine ⟨(isBootstrap_iff_quadratic hu.ne' hu1.ne).mpr ⟨hq, rfl⟩, hu1, ?_⟩
  rw [hq]
  exact div_lt_div_of_pos_left (by positivity) (by positivity) (by nlinarith)

end

end BootstrapKernel
```

```lean
#print axioms BootstrapKernel.fitted_kernel
-- 'BootstrapKernel.fitted_kernel' depends on axioms: [propext, Classical.choice, Quot.sound]
#print axioms BootstrapKernel.bootstrap_solution
-- 'BootstrapKernel.bootstrap_solution' depends on axioms: [propext, Classical.choice, Quot.sound]
#print axioms BootstrapKernel.bootstrap_kernel_below_pole
-- 'BootstrapKernel.bootstrap_kernel_below_pole' depends on axioms: [propext, Classical.choice, Quot.sound]
#print axioms BootstrapKernel.reciprocal_solution
-- 'BootstrapKernel.reciprocal_solution' depends on axioms: [propext, Classical.choice, Quot.sound]
```

## How the proof follows the algebra

`head_products` computes the two products, and `below_pole` turns α < 4π/x into t < 1. In `dyson_iff`, the inverse of ε(α) is first written as (1 − t)/(1 − t + x). One direction then multiplies the Dyson equation by v; the other cancels v, which is nonzero. In both, `linear_combination` checks the substitution of the products.

`lrcEps_strictMonoOn` compares two fractions with the same positive numerator, and `fitted_kernel` inserts the explicit α. `isBootstrap_iff_quadratic` clears the denominators e and e − 1, which is why it assumes e ≠ 0 and e ≠ 1.

For uniqueness, `bootstrap_solution` does not use the quadratic formula. If e and E both satisfy the quadratic, then

(e − E)(eE − 1) = E(e − 1)² − e(E − 1)² = Exe − exE = 0

Both numbers exceed 1, so eE − 1 > 0 and e = E. `bootEps_quadratic` supplies the equation for E by squaring the square root. `reciprocal_solution` names the inverse u, derives its quadratic from uE = 1, and compares the kernel strengths.

## The self-consistency loop in a calculation

A code that uses the bootstrap kernel typically starts from the RPA, builds f from the current inverse dielectric function and χ₀, solves the Dyson equation, and repeats. With the head alone, one cycle is

e → 1 + x + x/(e − 1)

For x = 10 the sequence is 11, 12, 11.909, 11.917, …, and the closed form gives E = 6 + √35 ≈ 11.916. A head-only run can be compared with the closed form at its own x; with local fields, the converged result will generally differ.

## A formulation in α alone

The unknown e could be eliminated by asking for α < 4π/x with αx/(4π) = 1/ε(α). Below the pole ε(α) > 1, so the same solution is selected. Uniqueness would then follow from monotonicity, because the left side increases with α while the right side decreases. The reciprocal root would be excluded by the bound on the kernel instead of the bound on the dielectric constant.
